# Spurious dissociation barriers in second-order energies with a closing gap and non-vanishing coupling

## Two levels along a stretched bond

Let \(R\) be the bond length, followed from a starting value \(R_0\) outwards. At each \(R\) a reference state has energy \(E_0(R)\) and is coupled by a real matrix element \(W(R)\) to one other state, which lies higher by the gap \(D(R)\). All three are functions `ℝ → ℝ`, and the hypotheses constrain them only for \(R\ge R_0\), apart from the limit at infinity.

```lean
import Mathlib

open Filter Topology Set

namespace SpuriousDissociationBarrier

noncomputable section
```

At fixed \(R\), write \(e,v,d\) for the values of \(E_0,W,D\). Second-order perturbation theory lowers the reference energy by the squared coupling over the gap, \(e-v^2/d\), which has physical meaning only for \(d\neq0\).

```lean
/-- Second-order energy `e - v² / d` of a reference level `e` coupled by `v` to a level
lying higher by the gap `d`; the domain is `d ≠ 0`. -/
def secondOrderEnergy (e v d : ℝ) : ℝ := e - v ^ 2 / d
```

The same three numbers define a two-state Hamiltonian,
\[
H=\begin{pmatrix} e & v\\ v & e+d\end{pmatrix}.
\]

```lean
/-- Hamiltonian of two states with energies `e` and `e + d` and coupling `v`. -/
def twoStateHamiltonian (e v d : ℝ) : Matrix (Fin 2) (Fin 2) ℝ :=
  !![e, v; v, e + d]
```

Its lower energy will be shown to be
\[
e+\frac d2-s,\qquad s=\sqrt{\frac{d^2}{4}+v^2}.
\]

```lean
/-- Closed formula for the lower energy of the two-state problem. -/
def twoStateEnergy (e v d : ℝ) : ℝ := e + d / 2 - √((d / 2) ^ 2 + v ^ 2)
```

Here \(d\) is both the perturbative denominator and the difference of the diagonal elements. In Møller–Plesset theory the denominator comes from orbital energies and generally differs from that difference, so the comparison with the exact energy applies to partitionings in which the two agree.

## The collapse at large distance

Three conditions describe the stretched bond. The gap is positive and tends to zero, as when a bonding and an antibonding orbital become degenerate. The coupling satisfies \(|W|\ge w>0\), so the two states keep interacting at large separation. The reference energy has an upper bound \(M\), as it does when its curve levels off.

Given any \(K>0\), eventually \(0<D(R)<1/K\), and therefore \(1/D(R)>K\). In Lean, `𝓝[>] 0` expresses the approach to zero from the positive side, and a library limit for the inverse is composed with it.

```lean
variable {E0 W D : ℝ → ℝ} {R0 w M : ℝ}

/-- If the gap is positive from `R0` on and closes at infinite distance, its inverse
grows without bound. -/
theorem inverse_gap_diverges (hD : ∀ R ≥ R0, 0 < D R) (hD0 : Tendsto D atTop (𝓝 0)) :
    Tendsto (fun R => (D R)⁻¹) atTop atTop := by
  have h : Tendsto D atTop (𝓝[>] 0) :=
    tendsto_nhdsWithin_iff.mpr
      ⟨hD0, (eventually_ge_atTop R0).mono fun R hR => hD R hR⟩
  exact tendsto_inv_nhdsGT_zero.comp h
```

Since \(W^2\ge w^2\),
\[
E(R)=E_0(R)-\frac{W(R)^2}{D(R)}\le M-\frac{w^2}{D(R)} .
\]
To get below a prescribed energy \(b\), wait until \(1/D\ge (M-b)/w^2\); the right-hand side is then at most \(b\). The `filter_upwards` step selects such distances, and `hcorr` is the inequality \(w^2/D\le W^2/D\). Continuity is not used.

```lean
/-- If the reference energy is bounded above, the coupling stays away from zero, and the
positive gap closes at infinity, the second-order energy tends to minus infinity. -/
theorem secondOrderEnergy_collapses (hM : ∀ R ≥ R0, E0 R ≤ M) (hw : 0 < w)
    (hW : ∀ R ≥ R0, w ≤ |W R|) (hD : ∀ R ≥ R0, 0 < D R)
    (hD0 : Tendsto D atTop (𝓝 0)) :
    Tendsto (fun R => secondOrderEnergy (E0 R) (W R) (D R)) atTop atBot := by
  refine tendsto_atBot.mpr fun b => ?_
  filter_upwards [eventually_ge_atTop R0,
    (inverse_gap_diverges hD hD0).eventually_ge_atTop ((M - b) / w ^ 2)] with R hR ht
  have hw2 : w ^ 2 ≤ W R ^ 2 := by
    rw [← sq_abs (W R)]
    exact pow_le_pow_left₀ hw.le (hW R hR) 2
  have ht' := (div_le_iff₀ (by positivity)).mp ht
  -- the correction is at least w² / D in size
  have hcorr := mul_le_mul_of_nonneg_left hw2 (inv_pos.mpr (hD R hR)).le
  have hE := hM R hR
  show E0 R - W R ^ 2 / D R ≤ b
  rw [div_eq_mul_inv]
  linarith
```

## From collapse to barrier

Let \(f\) be continuous on \([R_0,\infty)\), written `Ici R0`, and fall to \(-\infty\). There is an \(N\) with \(f(R)\le f(R_0)\) for all \(R\ge N\). On the compact interval \([R_0,\max(R_0,N)]\) the curve attains a maximum at some \(R_b\). Beyond the interval, \(f(R)\le f(R_0)\le f(R_b)\), so \(R_b\) is a highest point of the whole half-line. The case split by `le_total` separates these two ranges.

```lean
/-- A continuous energy curve on `[R0, ∞)` that falls to minus infinity has a highest
point. -/
theorem exists_highest_point {f : ℝ → ℝ} (hc : ContinuousOn f (Ici R0))
    (hf : Tendsto f atTop atBot) : ∃ Rb ∈ Ici R0, IsMaxOn f (Ici R0) Rb := by
  -- from N on the curve does not exceed its value at R0, so a finite interval suffices
  obtain ⟨N, hN⟩ := eventually_atTop.mp (hf.eventually_le_atBot (f R0))
  obtain ⟨Rb, hb, hmax⟩ := isCompact_Icc.exists_isMaxOn
    (nonempty_Icc.mpr (le_max_left R0 N)) (hc.mono Icc_subset_Ici_self)
  have hmax' := isMaxOn_iff.mp hmax
  refine ⟨Rb, hb.1, isMaxOn_iff.mpr fun R hR => ?_⟩
  rcases le_total R (max R0 N) with h | h
  · exact hmax' R ⟨hR, h⟩
  · exact (hN R ((le_max_right _ _).trans h)).trans
      (hmax' R0 ⟨le_rfl, le_max_left _ _⟩)
```

Now suppose that the three curves are continuous and that \(E(R_1)>E(R_0)\) for some \(R_1>R_0\). The highest point satisfies \(E(R_b)\ge E(R_1)>E(R_0)\), hence \(R_b\ne R_0\) and the maximum is interior. Conversely, a maximum beyond \(R_0\) that is higher than \(E(R_0)\) is itself such an \(R_1\). The theorem states this equivalence, with `IsMaxOn E (Ici R0) Rb` for the global maximum; it gives neither the position of the barrier nor its uniqueness.

The rise is a real condition: with constant \(E_0\) and \(W\) and \(D=e^{-R}\), the energy only falls.

```lean
/-- Let the curves be continuous, the reference energy bounded above, the coupling bounded away from
zero, and the positive gap close at infinity. Then the second-order energy has a maximum over
`[R0, ∞)` that is attained beyond `R0` and is higher than its value at `R0`, exactly when it exceeds
that value somewhere beyond `R0`. -/
theorem spurious_barrier_iff (cE : ContinuousOn E0 (Ici R0))
    (cW : ContinuousOn W (Ici R0)) (cD : ContinuousOn D (Ici R0))
    (hM : ∀ R ≥ R0, E0 R ≤ M) (hw : 0 < w) (hW : ∀ R ≥ R0, w ≤ |W R|)
    (hD : ∀ R ≥ R0, 0 < D R) (hD0 : Tendsto D atTop (𝓝 0)) :
    let E := fun R => secondOrderEnergy (E0 R) (W R) (D R)
    (∃ Rb > R0, IsMaxOn E (Ici R0) Rb ∧ E R0 < E Rb) ↔ ∃ R1 > R0, E R0 < E R1 := by
  intro E
  constructor
  · rintro ⟨Rb, hb, -, hlt⟩
    exact ⟨Rb, hb, hlt⟩
  · rintro ⟨R1, h1, hlt⟩
    have hc : ContinuousOn E (Ici R0) :=
      cE.sub ((cW.pow 2).div cD fun R hR => (hD R hR).ne')
    obtain ⟨Rb, hb, hmax⟩ :=
      exists_highest_point hc (secondOrderEnergy_collapses hM hw hW hD hD0)
    have hlt' : E R0 < E Rb := hlt.trans_le (isMaxOn_iff.mp hmax R1 (le_of_lt h1))
    -- the highest point cannot be R0 itself
    have hne : R0 ≠ Rb := fun h => by
      rw [← h] at hlt'
      exact lt_irrefl _ hlt'
    exact ⟨Rb, lt_of_le_of_ne hb hne, hmax, hlt'⟩
```

For single-reference perturbation theory this means that, in a model with one coupled level, a closing gap, a coupling bounded away from zero and a reference energy bounded above, a continuous second-order curve that starts uphill must turn over and eventually descend without limit.

## The exact energy of the same two states

The eigenvalues \(x\) of \(H\) solve
\[
\det(H-x)=(e-x)(e+d-x)-v^2=0 .
\]
At \(x=e+d/2-s\) the factors are \(s-d/2\) and \(s+d/2\), with product \(s^2-d^2/4=v^2\), so this is a root. Both factors are non-negative because \(s\ge|d/2|\). For any smaller \(x\) both are strictly larger, their product exceeds \(v^2\), and the determinant cannot vanish. `IsLeast` combines the two statements: the formula is a root, and no root lies below it. The sign of \(d\) is unrestricted.

```lean
/-- The closed formula `twoStateEnergy` is the lowest eigenvalue of the two-state
Hamiltonian, that is, the least root of its characteristic determinant. -/
theorem twoStateEnergy_isLeast (e v d : ℝ) :
    IsLeast {x : ℝ | (twoStateHamiltonian e v d - x • 1).det = 0}
      (twoStateEnergy e v d) := by
  have hdet : ∀ x : ℝ, (twoStateHamiltonian e v d - x • 1).det
      = (e - x) * (e + d - x) - v * v := by
    intro x
    simp [twoStateHamiltonian, Matrix.det_fin_two]
  have hs : √((d / 2) ^ 2 + v ^ 2) ^ 2 = (d / 2) ^ 2 + v ^ 2 :=
    Real.sq_sqrt (by positivity)
  have habs : |d / 2| ≤ √((d / 2) ^ 2 + v ^ 2) :=
    Real.abs_le_sqrt (by linarith [sq_nonneg v])
  obtain ⟨hl, hr⟩ := abs_le.mp habs
  constructor
  · show (twoStateHamiltonian e v d - twoStateEnergy e v d • 1).det = 0
    rw [hdet]
    unfold twoStateEnergy
    linear_combination hs
  · intro x hx
    have hx' : (e - x) * (e + d - x) - v * v = 0 := (hdet x).symm.trans hx
    by_contra hlt
    have hlt' := not_le.mp hlt
    unfold twoStateEnergy at hlt'
    set s := √((d / 2) ^ 2 + v ^ 2)
    -- below the formula both factors are too large for the determinant to vanish
    have hprod : (s - d / 2) * (s + d / 2) < (e - x) * (e + d - x) :=
      mul_lt_mul'' (by linarith) (by linarith) (by linarith) (by linarith)
    have hpq : (s - d / 2) * (s + d / 2) = v * v := by linear_combination hs
    linarith
```

For \(d\ge0\),
\[
\left(\frac d2+|v|\right)^2=\frac{d^2}{4}+d|v|+v^2\ge s^2 ,
\]
so \(s\le d/2+|v|\), and the exact energy is at least \(e-|v|\). A closing gap therefore causes no divergence relative to the reference level as long as the coupling stays bounded.

```lean
/-- For a non-negative gap the exact two-state energy lies below the reference level by at
most the size of the coupling. -/
theorem twoStateEnergy_lower_bound (e v : ℝ) {d : ℝ} (hd : 0 ≤ d) :
    e - |v| ≤ twoStateEnergy e v d := by
  have h : √((d / 2) ^ 2 + v ^ 2) ≤ d / 2 + |v| :=
    Real.sqrt_le_iff.mpr
      ⟨by positivity, by nlinarith [sq_abs v, mul_nonneg hd (abs_nonneg v)]⟩
  unfold twoStateEnergy
  linarith
```

Let \(\Delta(R)\) be the exact energy minus the second-order energy, and let \(a=|W(R)|\ge w\). The lower bound gives \(\Delta\ge a^2/D-a\), in which \(E_0\) has cancelled. Moreover,
\[
\left(\frac{a^2}{D}-a\right)-\left(\frac{w^2}{D}-w\right)=(a-w)\left(\frac{a+w}{D}-1\right)\ge0
\]
once \(1/D\ge1/w\). This is `hmono`. Hence \(\Delta\ge w^2/D-w\), which is at least any prescribed \(b\) when also \(1/D\ge(b+w)/w^2\). Neither a bound on \(E_0\) nor an upper bound on \(W\) is required.

```lean
/-- If the coupling stays away from zero while the positive gap closes at infinity, the
exact two-state energy exceeds the second-order energy by an amount that tends to
infinity. -/
theorem secondOrder_error_diverges (E0 : ℝ → ℝ) (hw : 0 < w)
    (hW : ∀ R ≥ R0, w ≤ |W R|) (hD : ∀ R ≥ R0, 0 < D R)
    (hD0 : Tendsto D atTop (𝓝 0)) :
    Tendsto (fun R => twoStateEnergy (E0 R) (W R) (D R)
      - secondOrderEnergy (E0 R) (W R) (D R)) atTop atTop := by
  refine tendsto_atTop.mpr fun b => ?_
  have hinv := inverse_gap_diverges hD hD0
  filter_upwards [eventually_ge_atTop R0, hinv.eventually_ge_atTop (1 / w),
    hinv.eventually_ge_atTop ((b + w) / w ^ 2)] with R hR h1 h2
  have h1' := (div_le_iff₀ hw).mp h1
  have h2' := (div_le_iff₀ (by positivity)).mp h2
  have hlow := twoStateEnergy_lower_bound (E0 R) (W R) (hD R hR).le
  have ha := hW R hR
  have ht := inv_pos.mpr (hD R hR)
  -- since |W| ≥ w, W² / D - |W| is at least w² / D - w once w / D ≥ 1
  have hmono : 0 ≤ (|W R| - w) * ((|W R| + w) * (D R)⁻¹ - 1) := by
    apply mul_nonneg (by linarith)
    have := mul_nonneg (abs_nonneg (W R)) ht.le
    linarith
  have hsecond : secondOrderEnergy (E0 R) (W R) (D R)
      = E0 R - |W R| ^ 2 * (D R)⁻¹ := by
    rw [sq_abs, ← div_eq_mul_inv]
    rfl
  rw [hsecond]
  linarith
```

This divergence is the sense in which the descent beyond the barrier is spurious. The exact curve may still have a maximum of its own, for instance one inherited from \(E_0\).

## A barrier at a prescribed distance

An explicit example, with \(R\) and the energies in dimensionless units, takes
\[
E_0=-w^2e^{2b-R},\qquad W=w\ne0,\qquad D=e^{-R},
\]
where \(b\) is now a chosen distance. Completing the square gives
\[
E(R)=-w^2e^{2b-R}-w^2e^{R}=-2w^2e^{b}-w^2\,(e^{R}-e^{b})^2e^{-R}.
\]
The last term vanishes at \(R=b\) and lowers the energy at every other distance, so the maximum is unique on the whole real line. For any \(R_0<b\) it is an interior barrier. The identity is `key` in the proof, and injectivity of the exponential makes the inequality strict. The reference curve is chosen for its algebra and does not represent a particular molecule. Whether the exact two-state energy also has a barrier depends on \(w^2e^{2b}\), because its slope is \(e^{-R}\left(w^2e^{2b}-\tfrac12+\tfrac{D}{4s}\right)\) with \(s=\sqrt{D^2/4+w^2}\). For \(w^2e^{2b}\ge\tfrac12\) the slope is positive everywhere, so the exact energy only rises and the barrier is an artefact of second order. For smaller values the exact curve has a maximum on the real line as well, since \(D/(4s)\) falls from \(\tfrac12\) to \(0\) as \(R\) increases. This comparison is made by hand and is not part of the Lean theorem.

```lean
/-- For the reference curve `-w² exp (2b - R)`, constant coupling `w ≠ 0` and gap
`exp (-R)`, the second-order energy equals `-2 w² exp b` at `R = b` and is lower at every
other distance. -/
theorem exponential_barrier_witness (b : ℝ) (hw : w ≠ 0) :
    let E := fun R => secondOrderEnergy (-(w ^ 2 * Real.exp (2 * b - R))) w (Real.exp (-R))
    E b = -(2 * w ^ 2 * Real.exp b) ∧ ∀ R, R ≠ b → E R < -(2 * w ^ 2 * Real.exp b) := by
  intro E
  -- completing the square
  have key : ∀ R, E R = -(2 * w ^ 2 * Real.exp b)
      - w ^ 2 * (Real.exp R - Real.exp b) ^ 2 * (Real.exp R)⁻¹ := by
    intro R
    have h : Real.exp (2 * b - R) = Real.exp b * Real.exp b * (Real.exp R)⁻¹ := by
      rw [← Real.exp_neg, ← Real.exp_add, ← Real.exp_add]
      congr 1
      ring
    have hu : Real.exp R * (Real.exp R)⁻¹ = 1 := mul_inv_cancel₀ (Real.exp_pos R).ne'
    show -(w ^ 2 * Real.exp (2 * b - R)) - w ^ 2 / Real.exp (-R) = _
    rw [h, Real.exp_neg, div_inv_eq_mul]
    linear_combination (w ^ 2 * Real.exp R - 2 * w ^ 2 * Real.exp b) * hu
  constructor
  · rw [key b, sub_self]
    ring
  · intro R hR
    have hne : Real.exp R - Real.exp b ≠ 0 :=
      sub_ne_zero.mpr fun h => hR (Real.exp_injective h)
    have hpos : 0 < w ^ 2 * (Real.exp R - Real.exp b) ^ 2 * (Real.exp R)⁻¹ := by
      positivity
    rw [key R]
    linarith

end

end SpuriousDissociationBarrier
```

```lean
#print axioms SpuriousDissociationBarrier.secondOrderEnergy_collapses
-- 'SpuriousDissociationBarrier.secondOrderEnergy_collapses' depends on axioms: [propext, Classical.choice, Quot.sound]
#print axioms SpuriousDissociationBarrier.spurious_barrier_iff
-- 'SpuriousDissociationBarrier.spurious_barrier_iff' depends on axioms: [propext, Classical.choice, Quot.sound]
#print axioms SpuriousDissociationBarrier.twoStateEnergy_isLeast
-- 'SpuriousDissociationBarrier.twoStateEnergy_isLeast' depends on axioms: [propext, Classical.choice, Quot.sound]
#print axioms SpuriousDissociationBarrier.secondOrder_error_diverges
-- 'SpuriousDissociationBarrier.secondOrder_error_diverges' depends on axioms: [propext, Classical.choice, Quot.sound]
```
